# Real, nonzero RPA frequencies from a positive definite stability matrix

After an SCF calculation has converged, a linear-response (RPA or TDHF) calculation in its most direct form builds the blocks A and B over the particle–hole excitations, solves a non-Hermitian eigenvalue problem of twice their size, keeps the positive roots as excitation energies, and scales each eigenvector (X, Y) so that Σ|Xᵢ|² − Σ|Yᵢ|² = 1. A non-Hermitian matrix may have complex eigenvalues, and an indefinite norm may be zero or negative, so these steps need a justification. The result below supplies one for finite complex matrices, assuming that the stability matrix built from the same A and B is positive definite. The stability theorem associated with Thouless also identifies that matrix with the second variation of the mean-field energy; here A and B are arbitrary blocks and that identification is not made.

## The statement

For square complex blocks A and B, with a bar for entrywise conjugation, define by rows

M = [[A, B], [B̄, Ā]]
R = [[A, B], [−B̄, −Ā]]
η = [[1, 0], [0, −1]]

and for v = (X, Y) the real number

N(v) = Σᵢ |Xᵢ|² − Σᵢ |Yᵢ|².

For any A and B, a solution of Rv = ωv satisfies the identity

v†Mv = ω N(v).

If M is Hermitian positive definite, every eigenvalue ω of R has Im ω = 0 and ω ≠ 0, and every eigenvector has Re ω · N(v) > 0. If M is only positive semidefinite, the eigenvalues are still real. For any A and B, the number −ω̄ is an eigenvalue whenever ω is.

## Where a code relies on it

The inequality ω N(v) > 0 makes the normalisation well defined: a positive root has N(v) > 0, so dividing v by √N(v) is legitimate, and a negative root has N(v) < 0. The sign of N therefore sorts the roots in the same way as the sign of ω. The pairing of ω with −ω̄, which for real ω is −ω, shows that discarding the negative roots discards no magnitude |ω|. Read in the contrapositive, the result is a diagnostic: if M is Hermitian and R has a non-real eigenvalue, M is not positive semidefinite, and if R has a zero eigenvalue, M is not positive definite.

## Derivation

The adjoint of M has rows (A†, Bᵀ) and (B†, Aᵀ). Comparing blocks, M† = M requires A† = A and Bᵀ = B, and the two lower conditions B† = B̄ and Aᵀ = Ā are the conjugates of these. So M is Hermitian exactly when A is Hermitian and B is symmetric.

Multiplying on the left by η changes the sign of the lower block row, which gives

ηM = R and ηR = M.

Since ηv = (X, −Y),

v†ηv = X†X − Y†Y = N(v).

Let Rv = ωv. Multiplying by η turns this into the generalised eigenvalue problem Mv = ωηv, and contracting with v† gives

v†Mv = ω v†ηv = ω N(v).

Now let M be positive definite and v ≠ 0. The left side is real and strictly positive, and N(v) is real, so the real and imaginary parts read

Re ω · N(v) > 0
Im ω · N(v) = 0.

The first line excludes N(v) = 0, so the second gives Im ω = 0. The first line also excludes Re ω = 0, so ω ≠ 0.

If M is semidefinite, v†Mv is still real and Im ω · N(v) = 0 still holds. Either Im ω = 0, or N(v) = 0. In the second case v†Mv = 0; writing M = C†C, this says ‖Cv‖² = 0, so Mv = 0. Then Rv = ηMv = 0, so ωv = 0 and ω = 0, which is real.

For the pairing, write Rv = ωv in blocks:

AX + BY = ωX
−B̄X − ĀY = ωY.

Conjugating the second equation, then the first, and changing the sign of each gives

AȲ + BX̄ = −ω̄ Ȳ
−B̄Ȳ − ĀX̄ = −ω̄ X̄,

which is the RPA equation for the nonzero vector (Ȳ, X̄) with eigenvalue −ω̄.

Three one-mode cases mark the boundaries and can serve as unit tests. With A = 5 and B = 4i, M = 1 + G†G for G with rows (2, 2i) and (0, 0), so M is positive definite, and R(2, i) = (6, 3i) gives ω = 3. With A = B = 1, M = G†G for G with rows (1, 1) and (0, 0), and R(1, −1) = 0, so semidefiniteness does not exclude ω = 0. With A = 3 and B = 5, M is Hermitian and R(5, −3 + 4i) = (20i, −16 − 12i) gives ω = 4i, so hermiticity alone does not give a real spectrum.

## The Lean file

```lean
import Mathlib

open Matrix
open scoped ComplexOrder

namespace RPAStability

noncomputable section

variable {n : Type*}

/-- The stability matrix with rows `(A, B)` and `(conj B, conj A)`. -/
def stab (A B : Matrix n n ℂ) : Matrix (n ⊕ n) (n ⊕ n) ℂ :=
  fromBlocks A B (B.map (starRingEnd ℂ)) (A.map (starRingEnd ℂ))

/-- The RPA matrix with rows `(A, B)` and `(-conj B, -conj A)`. -/
def rpa (A B : Matrix n n ℂ) : Matrix (n ⊕ n) (n ⊕ n) ℂ :=
  fromBlocks A B (-B.map (starRingEnd ℂ)) (-A.map (starRingEnd ℂ))

/-- The RPA metric: `+1` on the excitation block, `-1` on the de-excitation block. -/
def metric (n : Type*) [DecidableEq n] : Matrix (n ⊕ n) (n ⊕ n) ℂ :=
  fromBlocks 1 0 0 (-1)

/-- The RPA norm `∑ |X i|² - ∑ |Y i|²` of an amplitude vector `v = (X, Y)`. -/
def rpaNorm [Fintype n] (v : n ⊕ n → ℂ) : ℝ :=
  (∑ i, Complex.normSq (v (Sum.inl i))) - ∑ i, Complex.normSq (v (Sum.inr i))

/-- The stability matrix is Hermitian exactly when `A` is Hermitian and `B` is symmetric. -/
theorem stab_isHermitian_iff (A B : Matrix n n ℂ) :
    (stab A B).IsHermitian ↔ A.IsHermitian ∧ Bᵀ = B := by
  rw [stab, Matrix.isHermitian_fromBlocks_iff]
  constructor
  · rintro ⟨hA, hB, -, -⟩
    refine ⟨hA, ?_⟩
    ext i j
    have h : star (B j i) = star (B i j) := congrFun (congrFun hB i) j
    exact star_injective h
  · rintro ⟨hA, hB⟩
    refine ⟨hA, ?_, ?_, ?_⟩
    · ext i j
      have h : B j i = B i j := congrFun (congrFun hB i) j
      exact congrArg star h
    · ext i j
      have h : B j i = B i j := congrFun (congrFun hB i) j
      simpa [Matrix.conjTranspose_apply] using h
    · change (A.map (starRingEnd ℂ))ᴴ = A.map (starRingEnd ℂ)
      ext i j
      have h : star (A j i) = A i j := hA.apply i j
      exact congrArg star h

/-- A complex number lies in the spectrum of a square complex matrix exactly when it has a
nonzero eigenvector. -/
theorem mem_spectrum_iff {m : Type*} [Fintype m] [DecidableEq m] (R : Matrix m m ℂ) (ω : ℂ) :
    ω ∈ spectrum ℂ R ↔ ∃ v : m → ℂ, v ≠ 0 ∧ R *ᵥ v = ω • v := by
  have key : ∀ v : m → ℂ, (algebraMap ℂ (Matrix m m ℂ) ω - R) *ᵥ v = ω • v - R *ᵥ v := by
    intro v
    have h1 : (ω • (1 : Matrix m m ℂ)) *ᵥ v = ω • v := by
      rw [Matrix.smul_mulVec, Matrix.one_mulVec]
    rw [Matrix.sub_mulVec, Algebra.algebraMap_eq_smul_one, h1]
  -- `ω - R` is not invertible iff its determinant vanishes iff it has a null vector
  rw [spectrum.mem_iff, Matrix.isUnit_iff_isUnit_det, isUnit_iff_ne_zero, ne_eq, not_not,
    ← Matrix.exists_mulVec_eq_zero_iff]
  constructor
  · rintro ⟨v, hv, h⟩
    rw [key, sub_eq_zero] at h
    exact ⟨v, hv, h.symm⟩
  · rintro ⟨v, hv, h⟩
    exact ⟨v, hv, by rw [key, h, sub_self]⟩

variable [Fintype n] [DecidableEq n]

/-- The metric turns the stability matrix into the RPA matrix and back. -/
theorem metric_factorization (A B : Matrix n n ℂ) :
    metric n * stab A B = rpa A B ∧ metric n * rpa A B = stab A B := by
  constructor <;>
    simp [metric, rpa, stab, Matrix.fromBlocks_multiply]

/-- The quadratic form of the metric is the real RPA norm. -/
theorem metric_form (v : n ⊕ n → ℂ) :
    star v ⬝ᵥ metric n *ᵥ v = (rpaNorm v : ℂ) := by
  have h : metric n *ᵥ v = Sum.elim (v ∘ Sum.inl) (-(v ∘ Sum.inr)) := by
    rw [metric, Matrix.fromBlocks_mulVec]
    simp [Matrix.neg_mulVec]
  rw [h]
  simp [rpaNorm, dotProduct, Fintype.sum_sum_type, Complex.normSq_eq_conj_mul_self,
    sub_eq_add_neg]

/-- If `v` solves the RPA equation with frequency `ω`, the quadratic form of the stability
matrix at `v` equals `ω` times the RPA norm of `v`. -/
theorem stab_form_of_mode {A B : Matrix n n ℂ} {ω : ℂ} {v : n ⊕ n → ℂ}
    (h : rpa A B *ᵥ v = ω • v) :
    star v ⬝ᵥ stab A B *ᵥ v = ω * (rpaNorm v : ℂ) := by
  -- generalized eigenvalue form `M v = ω η v`
  have key : stab A B *ᵥ v = ω • (metric n *ᵥ v) := by
    rw [← (metric_factorization A B).2, ← Matrix.mulVec_mulVec, h, Matrix.mulVec_smul]
  rw [key, dotProduct_smul, metric_form, smul_eq_mul]

/-- For a positive definite stability matrix, the frequency of an RPA eigenvector is real and
its product with the RPA norm of the eigenvector is strictly positive. -/
theorem mode_of_posDef {A B : Matrix n n ℂ} (hM : (stab A B).PosDef) {ω : ℂ}
    {v : n ⊕ n → ℂ} (hv : v ≠ 0) (h : rpa A B *ᵥ v = ω • v) :
    ω.im = 0 ∧ 0 < ω.re * rpaNorm v := by
  have hp : 0 < star v ⬝ᵥ stab A B *ᵥ v := by
    apply hM.dotProduct_mulVec_pos
    exact hv
  rw [stab_form_of_mode h] at hp
  -- real and imaginary parts of `0 < ω * N`
  obtain ⟨h1, h2⟩ := Complex.lt_def.mp hp
  have hre : 0 < ω.re * rpaNorm v := by simpa using h1
  have him : ω.im * rpaNorm v = 0 := by simpa using h2.symm
  refine ⟨?_, hre⟩
  rcases mul_eq_zero.mp him with h0 | h0
  · exact h0
  · rw [h0, mul_zero] at hre
    exact absurd hre (lt_irrefl 0)

/-- If the stability matrix is Hermitian positive definite, every complex eigenvalue of the
RPA matrix is real and nonzero. -/
theorem rpa_spectrum_real_ne_zero {A B : Matrix n n ℂ} (hM : (stab A B).PosDef) {ω : ℂ}
    (hω : ω ∈ spectrum ℂ (rpa A B)) : ω.im = 0 ∧ ω ≠ 0 := by
  obtain ⟨v, hv, h⟩ := (mem_spectrum_iff _ _).mp hω
  obtain ⟨him, hpos⟩ := mode_of_posDef hM hv h
  refine ⟨him, fun h0 => ?_⟩
  rw [h0] at hpos
  simp at hpos

/-- If the stability matrix is Hermitian positive semidefinite, every complex eigenvalue of
the RPA matrix is real. -/
theorem rpa_spectrum_real_of_posSemidef {A B : Matrix n n ℂ} (hM : (stab A B).PosSemidef)
    {ω : ℂ} (hω : ω ∈ spectrum ℂ (rpa A B)) : ω.im = 0 := by
  obtain ⟨v, hv, h⟩ := (mem_spectrum_iff _ _).mp hω
  have hp : 0 ≤ star v ⬝ᵥ stab A B *ᵥ v := by
    apply hM.dotProduct_mulVec_nonneg
  rw [stab_form_of_mode h] at hp
  have him : ω.im * rpaNorm v = 0 := by simpa using (Complex.le_def.mp hp).2.symm
  rcases mul_eq_zero.mp him with h0 | h0
  · exact h0
  · -- zero RPA norm: `v` is a null vector of the stability matrix, so `ω = 0`
    have hform : star v ⬝ᵥ stab A B *ᵥ v = 0 := by
      rw [stab_form_of_mode h, h0]
      simp
    have hMv : stab A B *ᵥ v = 0 := by
      rwa [hM.dotProduct_mulVec_zero_iff] at hform
    have hR : rpa A B *ᵥ v = 0 := by
      rw [← (metric_factorization A B).1, ← Matrix.mulVec_mulVec, hMv, Matrix.mulVec_zero]
    have hz : ω • v = 0 := h.symm.trans hR
    rcases smul_eq_zero.mp hz with h1 | h1
    · rw [h1, Complex.zero_im]
    · exact absurd h1 hv

/-- For arbitrary blocks `A` and `B`, if `ω` is an eigenvalue of the RPA matrix then so is
`-conj ω`. -/
theorem rpa_spectrum_pairing {A B : Matrix n n ℂ} {ω : ℂ} (hω : ω ∈ spectrum ℂ (rpa A B)) :
    -(starRingEnd ℂ ω) ∈ spectrum ℂ (rpa A B) := by
  obtain ⟨v, hv, h⟩ := (mem_spectrum_iff _ _).mp hω
  -- the partner of `(X, Y)` is `(conj Y, conj X)`
  refine (mem_spectrum_iff _ _).mpr ⟨fun k => starRingEnd ℂ (v k.swap), ?_, ?_⟩
  · intro h0
    apply hv
    ext k
    have hk := congrFun h0 k.swap
    simpa using hk
  · ext k
    have hk := congrArg (starRingEnd ℂ) (congrFun h k.swap)
    cases k <;>
    · simp only [rpa, Matrix.mulVec, dotProduct, Fintype.sum_sum_type,
        Matrix.fromBlocks_apply₁₁, Matrix.fromBlocks_apply₁₂, Matrix.fromBlocks_apply₂₁,
        Matrix.fromBlocks_apply₂₂, Matrix.neg_apply, Matrix.map_apply, Pi.smul_apply,
        smul_eq_mul, Sum.swap_inl, Sum.swap_inr, _root_.neg_mul, Finset.sum_neg_distrib,
        _root_.map_add, _root_.map_neg, _root_.map_sum, _root_.map_mul,
        Complex.conj_conj] at hk ⊢
      linear_combination (-1 : ℂ) * hk

/-- One mode with `A = 5`, `B = 4i`: the stability matrix is positive definite and `3` is an
eigenvalue of the RPA matrix. -/
theorem posDef_witness :
    (stab (n := Fin 1) !![5] !![4 * Complex.I]).PosDef ∧
      (3 : ℂ) ∈ spectrum ℂ (rpa (n := Fin 1) !![5] !![4 * Complex.I]) := by
  constructor
  · -- the stability matrix is the identity plus a Gram matrix
    have h : stab (n := Fin 1) !![5] !![4 * Complex.I] =
        1 + (fromBlocks !![2] !![2 * Complex.I] 0 0 :
            Matrix (Fin 1 ⊕ Fin 1) (Fin 1 ⊕ Fin 1) ℂ)ᴴ *
          (fromBlocks !![2] !![2 * Complex.I] 0 0 :
            Matrix (Fin 1 ⊕ Fin 1) (Fin 1 ⊕ Fin 1) ℂ) := by
      ext i j
      rcases i with i | i <;> rcases j with j | j <;> fin_cases i <;> fin_cases j <;>
        simp [stab, Matrix.mul_apply, Fintype.sum_sum_type, Complex.ext_iff] <;> norm_num
    rw [h]
    exact Matrix.PosDef.one.add_posSemidef (Matrix.posSemidef_conjTranspose_mul_self _)
  · refine (mem_spectrum_iff _ _).mpr ⟨Sum.elim ![2] ![Complex.I], ?_, ?_⟩
    · intro h
      simpa using congrFun h (Sum.inl 0)
    · ext k
      rcases k with k | k <;> fin_cases k <;>
        simp [rpa, Matrix.mulVec, dotProduct, Fintype.sum_sum_type, Complex.ext_iff] <;>
        norm_num

/-- One mode with `A = B = 1`: the stability matrix is positive semidefinite and `0` is an
eigenvalue of the RPA matrix. -/
theorem zero_mode_example :
    (stab (n := Fin 1) !![1] !![1]).PosSemidef ∧
      (0 : ℂ) ∈ spectrum ℂ (rpa (n := Fin 1) !![1] !![1]) := by
  constructor
  · have h : stab (n := Fin 1) !![1] !![1] =
        (fromBlocks !![1] !![1] 0 0 : Matrix (Fin 1 ⊕ Fin 1) (Fin 1 ⊕ Fin 1) ℂ)ᴴ *
          (fromBlocks !![1] !![1] 0 0 : Matrix (Fin 1 ⊕ Fin 1) (Fin 1 ⊕ Fin 1) ℂ) := by
      ext i j
      rcases i with i | i <;> rcases j with j | j <;> fin_cases i <;> fin_cases j <;>
        simp [stab, Matrix.mul_apply, Fintype.sum_sum_type]
    rw [h]
    exact Matrix.posSemidef_conjTranspose_mul_self _
  · refine (mem_spectrum_iff _ _).mpr ⟨Sum.elim ![1] ![-1], ?_, ?_⟩
    · intro h
      simpa using congrFun h (Sum.inl 0)
    · ext k
      rcases k with k | k <;> fin_cases k <;>
        simp [rpa, Matrix.mulVec, dotProduct, Fintype.sum_sum_type]

/-- One mode with `A = 3`, `B = 5`: the stability matrix is Hermitian and the imaginary
number `4i` is an eigenvalue of the RPA matrix. -/
theorem imaginary_mode_example :
    (stab (n := Fin 1) !![3] !![5]).IsHermitian ∧
      4 * Complex.I ∈ spectrum ℂ (rpa (n := Fin 1) !![3] !![5]) := by
  constructor
  · refine (stab_isHermitian_iff _ _).mpr ⟨?_, ?_⟩
    · apply Matrix.IsHermitian.ext
      intro i j
      fin_cases i
      fin_cases j
      simp
    · ext i j
      fin_cases i
      fin_cases j
      simp
  · refine (mem_spectrum_iff _ _).mpr ⟨Sum.elim ![5] ![-3 + 4 * Complex.I], ?_, ?_⟩
    · intro h
      simpa using congrFun h (Sum.inl 0)
    · ext k
      rcases k with k | k <;> fin_cases k <;>
        simp [rpa, Matrix.mulVec, dotProduct, Fintype.sum_sum_type, Complex.ext_iff] <;>
        norm_num

end

end RPAStability
```

```lean
#print axioms RPAStability.rpa_spectrum_real_ne_zero
-- 'RPAStability.rpa_spectrum_real_ne_zero' depends on axioms: [propext, Classical.choice, Quot.sound]
#print axioms RPAStability.rpa_spectrum_pairing
-- 'RPAStability.rpa_spectrum_pairing' depends on axioms: [propext, Classical.choice, Quot.sound]
#print axioms RPAStability.zero_mode_example
-- 'RPAStability.zero_mode_example' depends on axioms: [propext, Classical.choice, Quot.sound]
#print axioms RPAStability.imaginary_mode_example
-- 'RPAStability.imaginary_mode_example' depends on axioms: [propext, Classical.choice, Quot.sound]
```

## Reading the formal statements

The type `n` is a finite set of excitation labels, and `n ⊕ n` is two copies of it: `v (Sum.inl i)` is Xᵢ and `v (Sum.inr i)` is Yᵢ. The definitions `stab`, `rpa`, `metric` and `rpaNorm` are M, R, η and N. The expression `B.map (starRingEnd ℂ)` conjugates entries without transposing, `star v ⬝ᵥ stab A B *ᵥ v` is v†Mv, and `Complex.normSq` is |z|². The hypothesis `(stab A B).PosDef` includes hermiticity, and under `ComplexOrder` the inequality 0 < z between complex numbers means that z is real and positive.

The main theorem `rpa_spectrum_real_ne_zero` says that if `(stab A B).PosDef` holds and `ω ∈ spectrum ℂ (rpa A B)`, then `ω.im = 0 ∧ ω ≠ 0`. The spectrum is the set of ω for which ω − R is not invertible. The lemma `mem_spectrum_iff` converts this to the existence of v ≠ 0 with Rv = ωv, by passing from non-invertibility to a zero determinant and from there, with `Matrix.exists_mulVec_eq_zero_iff`, to a null vector.

The remaining lemmas follow the hand calculation. In `stab_isHermitian_iff` the four block conditions come from `Matrix.isHermitian_fromBlocks_iff` and are matched entry by entry; the main theorem does not need this lemma, and only `imaginary_mode_example` calls it. The lemmas `metric_factorization` and `metric_form` are ηM = R, ηR = M and v†ηv = N(v). In `stab_form_of_mode`, which assumes nothing about A, B or v beyond Rv = ωv, the step `key` is Mv = ωηv. In `mode_of_posDef`, `Complex.lt_def` splits 0 < ωN into `hre` and `him`, the two displayed lines, and the case N = 0 is refuted by `hre`. The main theorem takes an eigenvector, applies this lemma, and finds that ω = 0 would give 0 < 0.

In `rpa_spectrum_real_of_posSemidef` the step from v†Mv = 0 to Mv = 0 is `hM.dotProduct_mulVec_zero_iff`, and `hR` is Rv = ηMv = 0. In `rpa_spectrum_pairing` the partner vector is `fun k => starRingEnd ℂ (v k.swap)`, which is (Ȳ, X̄); each component of the new equation is minus the conjugated, swapped component of the old one, which `linear_combination (-1 : ℂ) * hk` checks. The theorems `posDef_witness`, `zero_mode_example` and `imaginary_mode_example` state the three one-mode cases, using the factors G and eigenvectors given above.

## What the proof does and doesn't guarantee

The theorems hold for every finite number of excitations and for complex blocks A and B, in exact arithmetic. They fix the sign and conjugation convention for B shown in `stab` and `rpa`, and a code must build both matrices from the same A and B over the same excitation space. Positive definiteness is assumed: nothing derives it from SCF convergence, and nothing connects A and B to orbital energies or two-electron integrals. There is no lower bound on |ω| and no estimate of the imaginary parts that rounding or an unconverged iterative solver can produce. The pairing theorem concerns the spectrum as a set and is silent on multiplicities. Diagonalisability of R, completeness of the modes and their η-orthogonality are not addressed, nor is the half-size reduction through A + B and A − B for real blocks.

The following observations are hand calculations that the file does not state. The converse of the main theorem is false: A = −1 and B = 0 give R = diag(−1, 1), with real nonzero eigenvalues, while M = −1 is negative definite, so real roots do not certify stability. In that case the root +1 has N < 0, which a code that checks the sign of ωN would catch. A stability test on A + B alone does not establish the hypothesis: for A = 3 and B = 5, A + B = 8 is positive, yet M has the eigenvalue A − B = −2. At the semidefinite boundary A = B = 1, R is nonzero with R² = 0, so it has no basis of eigenvectors, and its zero mode (1, −1) has N = 0 and cannot be normalised.
